# A strict local minimum above the ground energy in a two-qubit product ansatz

After a variational circuit has converged, it is common to restart the optimisation from other angles before taking the energy as an estimate of the ground energy. The example below shows what a restart can reveal: for one diagonal two-qubit Hamiltonian and a product ansatz with two angles, the energy has a strict local minimum at $0$, while other angles of the same circuit give the exact ground energy $-1$. The ansatz contains the ground state, so the failure is not an inability of the circuit to prepare it. The restriction to product states still matters, because entangled states arbitrarily close to the minimum have a lower energy, as the last section shows.

## The Hamiltonian and its energy

```lean
import Mathlib

open Matrix Filter Topology

namespace SpuriousVariationalMinimum

noncomputable section
```

The file loads the mathematical library Mathlib and opens the parts that supply notation for matrices and for neighbourhoods. From here on, a `def` introduces an object and a `theorem` states something about it, with the proof after `:= by`.

```lean
/-- The four energy levels 0, 2, 2, -1 of the basis states 00, 01, 10, 11. -/
def level (p : Fin 2 × Fin 2) : ℝ := ![![0, 2], ![2, -1]] p.1 p.2
```

The type `Fin 2` has the two elements $0$ and $1$, so a pair `p : Fin 2 × Fin 2` labels a basis state $|ij\rangle$, with the first qubit first. The function `level` assigns the energies

$$E_{00}=0,\qquad E_{01}=E_{10}=2,\qquad E_{11}=-1 .$$

If $n_1$ and $n_2$ are the occupation numbers of the state $1$ on the two qubits, these are the values of $2n_1+2n_2-5n_1n_2$. Exciting one qubit costs $2$, and an attraction of strength $5$ makes the doubly excited state the lowest. The numbers are chosen for the example, in arbitrary energy units.

```lean
/-- The two-qubit Hamiltonian diag(0, 2, 2, -1). -/
def hamiltonian : Matrix (Fin 2 × Fin 2) (Fin 2 × Fin 2) ℂ :=
  Matrix.diagonal fun p => (level p : ℂ)
```

This is $H=\mathrm{diag}(0,2,2,-1)$ as a complex $4\times4$ matrix, whose rows and columns are labelled by pairs of bits. The expression `(level p : ℂ)` reads the real level as a complex number.

```lean
/-- The real part of ⟨ψ|H|ψ⟩, which is the energy expectation value when ψ is normalised. -/
def energy (ψ : Fin 2 × Fin 2 → ℂ) : ℝ := (star ψ ⬝ᵥ (hamiltonian *ᵥ ψ)).re
```

A state vector is a function `ψ` that gives a complex amplitude $\psi_{ij}$ for each basis state. The symbol `*ᵥ` is matrix times vector, `⬝ᵥ` is the sum of products of components, and `star` is complex conjugation. The definition therefore reads

$$E(\psi)=\mathrm{Re}\,\langle\psi|H|\psi\rangle .$$

Since $H$ is Hermitian, the real part discards nothing; it makes the energy a real number that can be compared with others. There is no division by $\langle\psi|\psi\rangle$, so $E(\psi)$ is an expectation value only when $\psi$ is normalised.

```lean
/-- A state is normalised when its populations add up to one. -/
def IsNormalised (ψ : Fin 2 × Fin 2 → ℂ) : Prop := ∑ p, Complex.normSq (ψ p) = 1
```

`Complex.normSq` is the squared modulus, and the condition is $\sum_{ij}|\psi_{ij}|^2=1$. It is a separate property, which is assumed or proved wherever it is needed.

## Product states and an entangled family

```lean
/-- The single-qubit state with amplitudes cos θ and sin θ. -/
def qubit (θ : ℝ) : Fin 2 → ℂ := ![((Real.cos θ : ℝ) : ℂ), ((Real.sin θ : ℝ) : ℂ)]
```

One qubit is in the state $\cos\theta\,|0\rangle+\sin\theta\,|1\rangle$. In the usual gate convention this is $R_y(2\theta)|0\rangle$, so the angle here is half the gate angle.

```lean
/-- The product ansatz: one rotation angle for each qubit. -/
def ansatz (a b : ℝ) : Fin 2 × Fin 2 → ℂ := fun p => qubit a p.1 * qubit b p.2
```

The ansatz multiplies the amplitudes of two such qubits:

$$|a,b\rangle=(\cos a\,|0\rangle+\sin a\,|1\rangle)\otimes(\cos b\,|0\rangle+\sin b\,|1\rangle).$$

At $a=b=0$ it is $|00\rangle$, and at $a=b=\pi/2$ it is $|11\rangle$.

```lean
/-- The state with amplitude cos θ on 00 and sin θ on 11. -/
def entangled (θ : ℝ) : Fin 2 × Fin 2 → ℂ := fun p =>
  ![![((Real.cos θ : ℝ) : ℂ), 0], ![0, ((Real.sin θ : ℝ) : ℂ)]] p.1 p.2
```

The second family is $\cos\theta\,|00\rangle+\sin\theta\,|11\rangle$. It is entangled unless $\sin\theta$ or $\cos\theta$ vanishes, and it serves as a comparison at the end.

## The energy landscape in two angles

```lean
/-- The energy is the sum of the levels weighted by the populations. -/
theorem energy_eq_populations (ψ : Fin 2 × Fin 2 → ℂ) :
    energy ψ = 2 * Complex.normSq (ψ (0, 1)) + 2 * Complex.normSq (ψ (1, 0))
      - Complex.normSq (ψ (1, 1)) := by
  simp [energy, hamiltonian, dotProduct, Matrix.mulVec_diagonal, Fintype.sum_prod_type,
    Fin.sum_univ_two, level, Complex.normSq_apply]
  ring
```

For a diagonal Hamiltonian only the populations matter:

$$E(\psi)=\sum_{ij}E_{ij}|\psi_{ij}|^2=2|\psi_{01}|^2+2|\psi_{10}|^2-|\psi_{11}|^2 .$$

The theorem holds for every vector, normalised or not. In the proof, `simp` unfolds the definitions and writes out the sum over the four basis states, and `ring` settles the remaining algebra.

```lean
/-- The energy landscape of the product ansatz as a function of the two angles. -/
theorem energy_ansatz (a b : ℝ) :
    energy (ansatz a b) = 2 * Real.sin a ^ 2 + 2 * Real.sin b ^ 2
      - 5 * Real.sin a ^ 2 * Real.sin b ^ 2 := by
  have ha := Real.sin_sq_add_cos_sq a
  have hb := Real.sin_sq_add_cos_sq b
  rw [energy_eq_populations]
  simp only [ansatz, qubit, map_mul, Matrix.cons_val_zero, Matrix.cons_val_one,
    Complex.normSq_ofReal]
  linear_combination 2 * Real.sin b ^ 2 * ha + 2 * Real.sin a ^ 2 * hb
```

Write $s=\sin^2a$ and $t=\sin^2b$. The populations of $|01\rangle$, $|10\rangle$ and $|11\rangle$ are $(1-s)t$, $s(1-t)$ and $st$, so

$$E(a,b)=2(1-s)t+2s(1-t)-st=2s+2t-5st .$$

The Lean proof starts from the population formula and inserts the amplitudes. What remains contains $\cos^2a$ and $\cos^2b$, which are removed with the identities `ha` and `hb`, that is $\sin^2+\cos^2=1$ for each angle. The command `linear_combination` names the multiples of these identities that have to be added, here $2t$ times the first and $2s$ times the second, and Lean verifies that the algebra closes.

```lean
/-- Every state of the product ansatz is normalised. -/
theorem ansatz_normalised (a b : ℝ) : IsNormalised (ansatz a b) := by
  have ha := Real.sin_sq_add_cos_sq a
  have hb := Real.sin_sq_add_cos_sq b
  simp only [IsNormalised, Fintype.sum_prod_type, Fin.sum_univ_two, ansatz, qubit, map_mul,
    Matrix.cons_val_zero, Matrix.cons_val_one, Complex.normSq_ofReal]
  linear_combination (Real.sin b ^ 2 + Real.cos b ^ 2) * ha + hb
```

The four populations add up to $(\cos^2a+\sin^2a)(\cos^2b+\sin^2b)=1$. Every ansatz energy is therefore a true expectation value, and the lower bound for normalised states applies to it.

## A strict minimum at zero energy

```lean
/-- The ansatz energy is positive wherever sin² a + sin² b lies strictly between 0 and 4/5. -/
theorem energy_pos_in_well (a b : ℝ) (h0 : 0 < Real.sin a ^ 2 + Real.sin b ^ 2)
    (h1 : Real.sin a ^ 2 + Real.sin b ^ 2 < 4 / 5) : 0 < energy (ansatz a b) := by
  rw [energy_ansatz]
  nlinarith [mul_pos h0 (sub_pos.2 h1), sq_nonneg (Real.sin a ^ 2 - Real.sin b ^ 2)]
```

The hypotheses `h0` and `h1` say that $u=s+t$ satisfies $0<u<4/5$. Since $4st=u^2-(s-t)^2$, the energy can be written as

$$E=2u-\tfrac54u^2+\tfrac54(s-t)^2=u+\tfrac54\,u\left(\tfrac45-u\right)+\tfrac54(s-t)^2 .$$

The first two terms on the right are positive and the third is not negative, so $E>0$. The tactic `nlinarith` searches for such a combination of inequalities. It is given the two products that matter, $u(4/5-u)>0$ and $(s-t)^2\ge0$.

```lean
/-- The ansatz energy has a strict local minimum of value 0 at zero angles, while the angles
π/2, π/2 reach -1, which is the lowest energy of any normalised two-qubit state. -/
theorem spurious_minimum :
    energy (ansatz 0 0) = 0 ∧
    (∀ᶠ p : ℝ × ℝ in 𝓝[≠] (0, 0), energy (ansatz 0 0) < energy (ansatz p.1 p.2)) ∧
    energy (ansatz (Real.pi / 2) (Real.pi / 2)) = -1 ∧
    ∀ ψ, IsNormalised ψ → -1 ≤ energy ψ := by
  have hzero : energy (ansatz 0 0) = 0 := by
    rw [energy_ansatz]
    norm_num
  refine ⟨hzero, ?_, ?_, ?_⟩
  · -- Close to the origin we are inside the well and both angles are below π in size.
    have hc : Continuous (fun p : ℝ × ℝ => Real.sin p.1 ^ 2 + Real.sin p.2 ^ 2) := by
      fun_prop
    have hs : ∀ᶠ p : ℝ × ℝ in 𝓝 (0, 0), Real.sin p.1 ^ 2 + Real.sin p.2 ^ 2 < 4 / 5 :=
      hc.continuousAt.eventually_lt continuousAt_const (by norm_num)
    have ha : ∀ᶠ p : ℝ × ℝ in 𝓝 (0, 0), |p.1| < Real.pi :=
      continuous_fst.abs.continuousAt.eventually_lt continuousAt_const
        (by simpa using Real.pi_pos)
    have hb : ∀ᶠ p : ℝ × ℝ in 𝓝 (0, 0), |p.2| < Real.pi :=
      continuous_snd.abs.continuousAt.eventually_lt continuousAt_const
        (by simpa using Real.pi_pos)
    rw [eventually_nhdsWithin_iff]
    filter_upwards [hs, ha, hb] with p hp h1 h2 hne
    rw [hzero]
    refine energy_pos_in_well _ _ ?_ hp
    -- If both sines vanished, both angles would be zero.
    by_contra h
    have h' := not_lt.1 h
    have q1 := sq_nonneg (Real.sin p.1)
    have q2 := sq_nonneg (Real.sin p.2)
    have s1 : Real.sin p.1 = 0 := (pow_eq_zero_iff two_ne_zero).1 (by linarith)
    have s2 : Real.sin p.2 = 0 := (pow_eq_zero_iff two_ne_zero).1 (by linarith)
    have e1 : p.1 = 0 :=
      (Real.sin_eq_zero_iff_of_lt_of_lt (abs_lt.1 h1).1 (abs_lt.1 h1).2).1 s1
    have e2 : p.2 = 0 :=
      (Real.sin_eq_zero_iff_of_lt_of_lt (abs_lt.1 h2).1 (abs_lt.1 h2).2).1 s2
    exact hne (Set.mem_singleton_iff.2 (Prod.ext e1 e2))
  · rw [energy_ansatz, Real.sin_pi_div_two]
    norm_num
  · intro ψ hψ
    simp only [IsNormalised, Fintype.sum_prod_type, Fin.sum_univ_two] at hψ
    rw [energy_eq_populations]
    linarith [Complex.normSq_nonneg (ψ (0, 0)), Complex.normSq_nonneg (ψ (0, 1)),
      Complex.normSq_nonneg (ψ (1, 0))]
```

The symbol `∧` means "and", so the theorem makes four claims:

1. The energy at $a=b=0$ is $0$.
2. The energy at every other point sufficiently close to the origin is strictly larger.
3. The energy at $a=b=\pi/2$ is $-1$.
4. No normalised two-qubit state has an energy below $-1$.

The second claim uses Lean's language for limits. The expression `𝓝[≠] (0, 0)` stands for neighbourhoods of the origin with the origin itself removed, and `∀ᶠ p` means "for all $p$ in some such neighbourhood". Together they are the definition of a strict local minimum. The fourth claim ranges over all complex vectors `ψ`, entangled ones included, and with the third it identifies $-1$ as the ground energy.

The first and third claims follow by inserting $s=t=0$ and $s=t=1$ into $2s+2t-5st$.

For the second claim, the function $\sin^2a+\sin^2b$ is continuous and vanishes at the origin, so it stays below $4/5$ nearby. To apply the previous theorem it must also be positive. The sines vanish at every multiple of $\pi$, so the proof restricts both angles to $|a|,|b|<\pi$. If the sum of squares were zero there, both sines would vanish, and both angles would be zero, which is the point that was removed. In the code, `hs`, `ha` and `hb` are the three conditions that hold near the origin, `filter_upwards` passes to a neighbourhood where all of them hold, and `by_contra` begins the argument by contradiction.

For the fourth claim, add the normalisation condition to the energy:

$$E(\psi)+1=|\psi_{00}|^2+3|\psi_{01}|^2+3|\psi_{10}|^2\ge0 .$$

The tactic `linarith` finds this from the normalisation `hψ` and the fact that these three populations are not negative.

## A barrier of height 4/5

```lean
/-- Every continuous path of angles from (0, 0) to (π/2, π/2) passes through a point
with energy at least 4/5. -/
theorem energy_barrier (γ : ℝ → ℝ × ℝ) (hγ : ContinuousOn γ (Set.Icc 0 1))
    (h0 : γ 0 = (0, 0)) (h1 : γ 1 = (Real.pi / 2, Real.pi / 2)) :
    ∃ t ∈ Set.Icc (0 : ℝ) 1, 4 / 5 ≤ energy (ansatz (γ t).1 (γ t).2) := by
  have hc : Continuous (fun p : ℝ × ℝ => Real.sin p.1 ^ 2 + Real.sin p.2 ^ 2) := by
    fun_prop
  have hf : ContinuousOn (fun t => Real.sin (γ t).1 ^ 2 + Real.sin (γ t).2 ^ 2)
      (Set.Icc 0 1) := hc.comp_continuousOn hγ
  have hm : (4 / 5 : ℝ) ∈ Set.Icc (Real.sin (γ 0).1 ^ 2 + Real.sin (γ 0).2 ^ 2)
      (Real.sin (γ 1).1 ^ 2 + Real.sin (γ 1).2 ^ 2) := by
    rw [h0, h1]
    constructor <;> norm_num
  -- The path must cross the curve sin² a + sin² b = 4/5.
  obtain ⟨t, ht, h⟩ := intermediate_value_Icc zero_le_one hf hm
  have h' : Real.sin (γ t).1 ^ 2 + Real.sin (γ t).2 ^ 2 = 4 / 5 := h
  have hb : Real.sin (γ t).2 ^ 2 = 4 / 5 - Real.sin (γ t).1 ^ 2 := by linarith
  refine ⟨t, ht, ?_⟩
  rw [energy_ansatz, hb]
  nlinarith [sq_nonneg (Real.sin (γ t).1 ^ 2 - 2 / 5)]
```

The path `γ` assigns a pair of angles to each real number. It is required to be continuous for parameters between $0$ and $1$, to start at $(0,0)$ and to end at $(\pi/2,\pi/2)$. The conclusion is that at some parameter the energy is at least $4/5$.

Along the path, $s+t$ changes continuously from $0$ to $2$, so by the intermediate value theorem it equals $4/5$ somewhere. At that point $t=4/5-s$, and

$$E=\tfrac85-5s\left(\tfrac45-s\right)=\tfrac45+5\left(s-\tfrac25\right)^2\ge\tfrac45 .$$

In the code, `hm` states that $4/5$ lies between the two end values, and `intermediate_value_Icc` supplies the crossing point. There the letter `t` is the path parameter and not $\sin^2b$. The last line hands the square $(s-2/5)^2$ to `nlinarith`.

The theorem concerns continuous changes of the angles. An optimiser that takes finite steps may jump across the barrier, and the theorem does not say how often that happens.

```lean
/-- When both qubits are rotated by the same angle, the energy never exceeds 4/5. -/
theorem diagonal_path_le_barrier (θ : ℝ) : energy (ansatz θ θ) ≤ 4 / 5 := by
  rw [energy_ansatz]
  nlinarith [sq_nonneg (Real.sin θ ^ 2 - 2 / 5)]
```

With both angles equal to $\theta$ we have $s=t=\sin^2\theta$, and completing the square gives

$$E(\theta,\theta)=4s-5s^2=\tfrac45-5\left(s-\tfrac25\right)^2\le\tfrac45 .$$

The Lean proof uses the same square. Turning both angles together from $0$ to $\pi/2$ is one of the paths covered by the barrier theorem, so its highest energy is exactly $4/5$. No path between the two points has a lower maximum.

## Leaving the minimum through entangled states

```lean
/-- The family cos θ |00⟩ + sin θ |11⟩ starts at the ansatz state with zero angles, stays
normalised, and has energy -sin² θ. -/
theorem entangled_escape :
    entangled 0 = ansatz 0 0 ∧
    ∀ θ, IsNormalised (entangled θ) ∧ energy (entangled θ) = -Real.sin θ ^ 2 := by
  refine ⟨?_, fun θ => ⟨?_, ?_⟩⟩
  · funext p
    obtain ⟨i, j⟩ := p
    fin_cases i <;> fin_cases j <;> simp [entangled, ansatz, qubit]
  · simp only [IsNormalised, Fintype.sum_prod_type, Fin.sum_univ_two, entangled,
      Matrix.cons_val_zero, Matrix.cons_val_one, Complex.normSq_ofReal, map_zero]
    linear_combination Real.sin_sq_add_cos_sq θ
  · rw [energy_eq_populations]
    simp only [entangled, Matrix.cons_val_zero, Matrix.cons_val_one,
      Complex.normSq_ofReal, map_zero]
    ring

end

end SpuriousVariationalMinimum
```

The theorem says that the entangled family begins at the same state $|00\rangle$ as the product ansatz, that it is normalised for every $\theta$, and that its energy is $-\sin^2\theta$. The first part is an equality of vectors, which `funext` and `fin_cases` reduce to the four amplitudes. The other two parts follow from $\cos^2\theta+\sin^2\theta=1$ and from the population formula, in which only $|\psi_{11}|^2=\sin^2\theta$ contributes.

States with energy below $0$ therefore lie arbitrarily close to $|00\rangle$, although the product ansatz has a strict local minimum there. Small angles show the difference. In the product ansatz the amplitude on $|11\rangle$ is $\sin a\sin b\approx ab$, so the energy gained from the attraction is of fourth order, about $5a^2b^2$, while exciting the qubits costs about $2a^2+2b^2$. In the entangled family the two qubits are excited only together. This costs $4\sin^2\theta$, but the attraction now gains $5\sin^2\theta$, which is of the same order and larger, so the energy falls.

The point $\theta=0$ is still stationary in the entangled family, as a maximum of $-\sin^2\theta$. A gradient method started exactly there would not move, but a small displacement in either direction lowers the energy.

All of these results concern exact expectation values for one Hamiltonian on two qubits. Sampling noise, larger circuits and the behaviour of particular optimisers are not part of the model.

```lean
#print axioms SpuriousVariationalMinimum.spurious_minimum
#print axioms SpuriousVariationalMinimum.energy_barrier
#print axioms SpuriousVariationalMinimum.diagonal_path_le_barrier
#print axioms SpuriousVariationalMinimum.entangled_escape
```

```
'SpuriousVariationalMinimum.spurious_minimum' depends on axioms: [propext, Classical.choice, Quot.sound]
'SpuriousVariationalMinimum.energy_barrier' depends on axioms: [propext, Classical.choice, Quot.sound]
'SpuriousVariationalMinimum.diagonal_path_le_barrier' depends on axioms: [propext, Classical.choice, Quot.sound]
'SpuriousVariationalMinimum.entangled_escape' depends on axioms: [propext, Classical.choice, Quot.sound]
```
